# Overlap integrals of Cartesian Gaussian primitives in closed form

Before a Hartree–Fock program working in a Gaussian basis can orthogonalise its basis functions, it has to fill the overlap matrix. Between two unnormalised Cartesian primitives, an entry is a product with one factor per coordinate, each factor being the integral over the real line of

$$(x-A)^i(x-B)^j\,e^{-a(x-A)^2-b(x-B)^2},$$

with centres $A,B$, exponents $a,b>0$ and natural powers $i,j$. I know the claim that the two Gaussians merge into one, leaving a finite sum. Can this be derived in full, for all powers, and checked by machine?

## One Gaussian at the weighted centre

Yes. Put $p=a+b$, $P=(aA+bB)/p$ and $x=u+P$. Since $P-A=b(B-A)/p$ and $P-B=a(A-B)/p$, we have $a(P-A)+b(P-B)=0$. The terms linear in $u$ therefore cancel:

$$a(u+P-A)^2+b(u+P-B)^2=pu^2+\frac{ab^2+a^2b}{p^2}(A-B)^2=pu^2+\frac{ab}{p}(A-B)^2.$$

The monomials expand as

$$(u+P-A)^i=\sum_{k=0}^{i}\binom ik u^k(P-A)^{i-k},$$

and likewise for $j$ with index $l$. What remains are the moments $I_n=\int_{\mathbb R} u^n e^{-pu^2}\,du$. Integrating

$$\frac{d}{du}\left(u^{n+1}e^{-pu^2}\right)=(n+1)u^ne^{-pu^2}-2p\,u^{n+2}e^{-pu^2}$$

over the line gives zero on the left, so $I_{n+2}=\frac{n+1}{2p}I_n$. With $I_0=\sqrt{\pi/p}$ and $I_1=0$ by parity, $I_n=\sqrt{\pi/p}\,M_n$, where $M_n=(n-1)!!/(2p)^{n/2}$ for even $n$, $M_n=0$ for odd $n$, and $(-1)!!=1$. Hence the overlap is

$$e^{-ab(A-B)^2/p}\sqrt{\frac{\pi}{p}}\sum_{k=0}^{i}\sum_{l=0}^{j}\binom ik\binom jl(P-A)^{i-k}(P-B)^{j-l}M_{k+l}.$$

A zeroth power counts as 1, even when the centres coincide.

## Two p-type functions, with numbers

Take $a=b=1$, $A=1$, $B=-1$, $i=j=1$. Then $p=2$, $P=0$, and the sum is $(-1)(1)+\tfrac14=-\tfrac34$. The integral is $-\tfrac34e^{-2}\sqrt{\pi/2}\approx-0.127$. Each primitive has squared norm $\tfrac14\sqrt{\pi/2}$, so the normalised overlap is $-3e^{-2}\approx-0.406$.

Positivity of the exponents keeps the integral finite. With $a=1$, $b=-1$, $A=B=0$ and $i=j=0$, the integrand is the constant 1 and the integral diverges. Lean assigns 0 to such an integral, which would say nothing about an overlap.

## The formula as Lean states it

`gto a A i` is the unnormalised primitive, `center a b A B` is $P$, and `gaussMoment p n` is $M_n$. The theorem `overlap_integral` assumes `0 < a` and `0 < b`, and allows any real centres and natural powers. Its integral is over the whole real line with Lebesgue measure. `Finset.range (i + 1)` runs over $k=0,\dots,i$; odd $k+l$ stay in the sum but contribute zero. In `gaussMoment`, natural-number subtraction turns $0-1$ into 0, and $0!!=1$ supplies the convention for $(-1)!!$.

`cartesian_overlap` treats Cartesian Gaussians whose coordinates are indexed by a finite type `ι`; three coordinates give ordinary space. Each function has one exponent for all directions. Normalisation, contraction, and kinetic or Coulomb integrals are not treated.

```lean
import Mathlib

open MeasureTheory
open scoped Nat

namespace GaussianOverlap

noncomputable section

/-- One-dimensional Gaussian primitive of exponent `a`, centre `A` and power `i`. -/
def gto (a A : ℝ) (i : ℕ) (x : ℝ) : ℝ :=
  (x - A) ^ i * Real.exp (-a * (x - A) ^ 2)

/-- The exponent-weighted centre `P = (aA + bB)/(a + b)` of two Gaussians. -/
def center (a b A B : ℝ) : ℝ := (a * A + b * B) / (a + b)

/-- The number `(n-1)!!/(2p)^(n/2)` for even `n` and zero for odd `n`;
at `n = 0` the double factorial is one, as in the convention `(-1)!! = 1`. -/
def gaussMoment (p : ℝ) (n : ℕ) : ℝ :=
  if Even n then ((n - 1)‼ : ℝ) / (2 * p) ^ (n / 2) else 0

/-- Every monomial times a centred Gaussian of positive exponent is integrable. -/
theorem integrable_monomial_gaussian {p : ℝ} (hp : 0 < p) (n : ℕ) :
    Integrable (fun x : ℝ => x ^ n * Real.exp (-p * x ^ 2)) := by
  have hn : (-1 : ℝ) < (n : ℝ) := by
    have : (0 : ℝ) ≤ (n : ℝ) := Nat.cast_nonneg n
    linarith
  have h := integrable_rpow_mul_exp_neg_mul_sq hp hn
  simp only [Real.rpow_natCast] at h
  exact h

/-- Raising the order of a Gaussian moment by two multiplies it by `(n+1)/(2p)`. -/
theorem integral_moment_step {p : ℝ} (hp : 0 < p) (n : ℕ) :
    ∫ x : ℝ, x ^ (n + 2) * Real.exp (-p * x ^ 2) =
      ((n : ℝ) + 1) / (2 * p) * ∫ x : ℝ, x ^ n * Real.exp (-p * x ^ 2) := by
  have hd : ∀ x : ℝ, HasDerivAt (fun y : ℝ => y ^ (n + 1) * Real.exp (-p * y ^ 2))
      (((n : ℝ) + 1) * (x ^ n * Real.exp (-p * x ^ 2))
        - 2 * p * (x ^ (n + 2) * Real.exp (-p * x ^ 2))) x := by
    intro x
    have h1 := hasDerivAt_pow (n + 1) x
    have h2 : HasDerivAt (fun y : ℝ => Real.exp (-p * y ^ 2))
        (Real.exp (-p * x ^ 2) * (-p * (2 * x))) x :=
      (((hasDerivAt_pow 2 x).const_mul (-p)).exp).congr_deriv (by norm_num)
    refine (h1.fun_mul h2).congr_deriv ?_
    simp only [Nat.add_sub_cancel, Nat.cast_add, Nat.cast_one]
    ring
  have i1 := (integrable_monomial_gaussian hp n).const_mul ((n : ℝ) + 1)
  have i2 := (integrable_monomial_gaussian hp (n + 2)).const_mul (2 * p)
  -- the integral of a total derivative vanishes
  have h0 := integral_eq_zero_of_hasDerivAt_of_integrable hd (i1.sub i2)
    (integrable_monomial_gaussian hp (n + 1))
  rw [integral_sub i1 i2, integral_const_mul, integral_const_mul] at h0
  rw [div_mul_eq_mul_div, eq_div_iff (by positivity)]
  linear_combination -h0

/-- The double-factorial expression obeys the same two-step recursion. -/
theorem gaussMoment_add_two (p : ℝ) (n : ℕ) :
    gaussMoment p (n + 2) = ((n : ℝ) + 1) / (2 * p) * gaussMoment p n := by
  have hf : (n + 2 - 1)‼ = (n + 1) * (n - 1)‼ := by
    cases n with
    | zero => rfl
    | succ m => exact Nat.doubleFactorial_add_two m
  have hd : (n + 2) / 2 = n / 2 + 1 := by omega
  unfold gaussMoment
  by_cases h : Even n
  · have h2 : Even (n + 2) := h.add even_two
    rw [if_pos h2, if_pos h, hf, hd, pow_succ', div_mul_div_comm]
    push_cast
    rfl
  · have h2 : ¬ Even (n + 2) := by
      simp only [Nat.even_iff] at h ⊢
      omega
    rw [if_neg h2, if_neg h, mul_zero]

/-- The moment of order `n` of a centred Gaussian is `√(π/p)` times `gaussMoment p n`. -/
theorem integral_moment {p : ℝ} (hp : 0 < p) : ∀ n : ℕ,
    ∫ x : ℝ, x ^ n * Real.exp (-p * x ^ 2) = √(Real.pi / p) * gaussMoment p n
  | 0 => by
    have h := integral_gaussian p
    simpa [gaussMoment] using h
  | 1 => by
    -- the integrand is odd
    have h := integral_neg_eq_self (fun x : ℝ => x ^ 1 * Real.exp (-p * x ^ 2)) volume
    have h1 : gaussMoment p 1 = 0 := by simp [gaussMoment]
    rw [h1, mul_zero]
    simp only [pow_one, neg_sq, neg_mul, integral_neg] at h ⊢
    linarith
  | n + 2 => by
    rw [integral_moment_step hp, integral_moment hp n, gaussMoment_add_two]
    ring

/-- Measured from the centre `P`, a product of two primitives is a finite sum of
monomials times one Gaussian of exponent `a + b`. -/
theorem gto_mul_gto_shift {a b : ℝ} (ha : 0 < a) (hb : 0 < b) (A B : ℝ) (i j : ℕ) (x : ℝ) :
    gto a A i (x + center a b A B) * gto b B j (x + center a b A B) =
      Real.exp (-(a * b / (a + b)) * (A - B) ^ 2) *
        ∑ k ∈ Finset.range (i + 1), ∑ l ∈ Finset.range (j + 1),
          ((i.choose k : ℝ) * (j.choose l : ℝ) * (center a b A B - A) ^ (i - k) *
            (center a b A B - B) ^ (j - l)) *
            (x ^ (k + l) * Real.exp (-(a + b) * x ^ 2)) := by
  have hp : a + b ≠ 0 := by positivity
  -- completing the square in the exponent
  have e : Real.exp (-a * (x + center a b A B - A) ^ 2) *
      Real.exp (-b * (x + center a b A B - B) ^ 2) =
      Real.exp (-(a * b / (a + b)) * (A - B) ^ 2) * Real.exp (-(a + b) * x ^ 2) := by
    rw [← Real.exp_add, ← Real.exp_add]
    congr 1
    unfold center
    field_simp
    ring
  unfold gto
  rw [mul_mul_mul_comm, e, add_sub_assoc, add_sub_assoc, add_pow, add_pow,
    Finset.sum_mul_sum]
  simp only [Finset.mul_sum, Finset.sum_mul]
  refine Finset.sum_congr rfl fun k _ => Finset.sum_congr rfl fun l _ => ?_
  ring

/-- Closed form of the overlap integral of two one-dimensional Gaussian primitives
with arbitrary powers, positive exponents and arbitrary centres. -/
theorem overlap_integral {a b : ℝ} (ha : 0 < a) (hb : 0 < b) (A B : ℝ) (i j : ℕ) :
    ∫ x : ℝ, gto a A i x * gto b B j x =
      Real.exp (-(a * b / (a + b)) * (A - B) ^ 2) * √(Real.pi / (a + b)) *
        ∑ k ∈ Finset.range (i + 1), ∑ l ∈ Finset.range (j + 1),
          (i.choose k : ℝ) * (j.choose l : ℝ) * (center a b A B - A) ^ (i - k) *
            (center a b A B - B) ^ (j - l) * gaussMoment (a + b) (k + l) := by
  have hp : 0 < a + b := by positivity
  -- move the origin to the centre P
  refine (integral_add_right_eq_self (μ := volume)
    (fun x : ℝ => gto a A i x * gto b B j x) (center a b A B)).symm.trans ?_
  simp only [gto_mul_gto_shift ha hb]
  -- integrate term by term
  rw [integral_const_mul, MeasureTheory.integral_finsetSum _ fun k _ => MeasureTheory.integrable_finsetSum _ fun l _ =>
    (integrable_monomial_gaussian hp (k + l)).const_mul _]
  rw [mul_assoc]
  congr 1
  rw [Finset.mul_sum]
  refine Finset.sum_congr rfl fun k _ => ?_
  rw [MeasureTheory.integral_finsetSum _ fun l _ =>
    (integrable_monomial_gaussian hp (k + l)).const_mul _, Finset.mul_sum]
  refine Finset.sum_congr rfl fun l _ => ?_
  rw [integral_const_mul, integral_moment hp]
  ring

/-- The overlap of two primitives of first power, written out. -/
theorem overlap_p_p {a b : ℝ} (ha : 0 < a) (hb : 0 < b) (A B : ℝ) :
    ∫ x : ℝ, gto a A 1 x * gto b B 1 x =
      Real.exp (-(a * b / (a + b)) * (A - B) ^ 2) * √(Real.pi / (a + b)) *
        ((center a b A B - A) * (center a b A B - B) + 1 / (2 * (a + b))) := by
  have m0 : gaussMoment (a + b) 0 = 1 := by simp [gaussMoment]
  have m1 : gaussMoment (a + b) 1 = 0 := by simp [gaussMoment]
  have m2 : gaussMoment (a + b) 2 = 1 / (2 * (a + b)) := by
    have h := gaussMoment_add_two (a + b) 0
    rw [m0] at h
    simpa using h
  rw [overlap_integral ha hb]
  congr 1
  simp [Finset.sum_range_succ, m0, m1, m2]

/-- Cartesian Gaussian in any finite dimension: a monomial about the centre `A`
times a radial Gaussian. -/
def cartesianGTO {ι : Type*} [Fintype ι] (a : ℝ) (A : ι → ℝ) (i : ι → ℕ) (r : ι → ℝ) : ℝ :=
  (∏ c, (r c - A c) ^ i c) * Real.exp (-a * ∑ c, (r c - A c) ^ 2)

/-- A Cartesian Gaussian is the product of one-dimensional primitives. -/
theorem cartesianGTO_eq_prod {ι : Type*} [Fintype ι] (a : ℝ) (A : ι → ℝ) (i : ι → ℕ)
    (r : ι → ℝ) : cartesianGTO a A i r = ∏ c, gto a (A c) (i c) (r c) := by
  simp only [cartesianGTO, gto]
  rw [Finset.prod_mul_distrib, Finset.mul_sum, Real.exp_sum]

/-- The overlap of two Cartesian Gaussians is the product over the coordinates of the
one-dimensional closed forms. -/
theorem cartesian_overlap {ι : Type*} [Fintype ι] {a b : ℝ} (ha : 0 < a) (hb : 0 < b)
    (A B : ι → ℝ) (i j : ι → ℕ) :
    ∫ r : ι → ℝ, cartesianGTO a A i r * cartesianGTO b B j r =
      ∏ c, (Real.exp (-(a * b / (a + b)) * (A c - B c) ^ 2) * √(Real.pi / (a + b)) *
        ∑ k ∈ Finset.range (i c + 1), ∑ l ∈ Finset.range (j c + 1),
          ((i c).choose k : ℝ) * ((j c).choose l : ℝ) *
            (center a b (A c) (B c) - A c) ^ (i c - k) *
            (center a b (A c) (B c) - B c) ^ (j c - l) * gaussMoment (a + b) (k + l)) := by
  simp only [cartesianGTO_eq_prod, ← Finset.prod_mul_distrib]
  -- Fubini for a product of functions of separate coordinates
  refine (integral_fintype_prod_volume_eq_prod
    (fun (c : ι) (x : ℝ) => gto a (A c) (i c) x * gto b (B c) (j c) x)).trans ?_
  exact Finset.prod_congr rfl fun c _ => overlap_integral ha hb (A c) (B c) (i c) (j c)

end

end GaussianOverlap
```

```lean
#print axioms GaussianOverlap.overlap_integral
-- 'GaussianOverlap.overlap_integral' depends on axioms: [propext, Classical.choice, Quot.sound]
#print axioms GaussianOverlap.overlap_p_p
-- 'GaussianOverlap.overlap_p_p' depends on axioms: [propext, Classical.choice, Quot.sound]
#print axioms GaussianOverlap.cartesian_overlap
-- 'GaussianOverlap.cartesian_overlap' depends on axioms: [propext, Classical.choice, Quot.sound]
```

## From the moments to the full overlap

`integrable_monomial_gaussian` provides the integrability needed throughout. `integral_moment_step` differentiates $u^{n+1}e^{-pu^2}$, sets the integral of the derivative to zero, and solves for the higher moment with `linear_combination`. `gaussMoment_add_two` shows that $M_n$ obeys the same recursion, splitting on the parity of $n$. `integral_moment` then proceeds by induction in steps of two, from the Gaussian integral and the odd case $n=1$.

`gto_mul_gto_shift` contains the algebra: `field_simp` and `ring` complete the square, while `add_pow` expands both monomials. In `overlap_integral`, translation invariance moves the origin to $P$, and linearity takes the integral inside the two finite sums, where `integral_moment` evaluates each term.

`overlap_p_p` specialises to $i=j=1$, the case computed above: the two mixed terms vanish, leaving $(P-A)(P-B)+1/(2p)$. For several coordinates, `cartesianGTO_eq_prod` factors the radial exponential, and Fubini's theorem reduces `cartesian_overlap` to a product of one-dimensional results.
